# With samples from every state, a multistate reweighting step strictly shrinks the spread between trial free energies that differ by more than a constant

## Distance up to a common constant

Reduced free energies obtained by multistate reweighting are meaningful only up to a common additive constant, so the distance between two trial solutions should ignore such a constant. Here it is the spread of their difference: for a quantity h with one value h_k per state,

spread(h) = max_k h_k − min_k h_k.

The spread vanishes exactly when h is the same in all states. The trial free energies themselves are left unnormalised, with no state pinned to zero.

## The self-consistent iteration

Configurations sampled in several thermodynamic states are pooled. The index n runs over the pooled samples, and k and j run over the states. The reduced energy u_kn is the energy of sample n evaluated in state k, in units of the thermal energy of that state, with a pressure term added where the ensemble needs one. N_k is the number of samples drawn from state k. Given trial free energies f, define

D_n(f) = ∑_j N_j exp(f_j − u_jn)

Z_k(f) = ∑_n exp(−u_kn) / D_n(f)

T(f)_k = −ln Z_k(f).

D_n is the mixture denominator of sample n, and Z_k is the reweighted partition sum of state k. The map T is one step of the self-consistent iteration in the multistate Bennett acceptance ratio method (MBAR), and the fixed points of T are the solutions of the MBAR equations.

In code the step is usually evaluated with logarithms, to avoid overflow:

d_n = logsumexp_j (ln N_j + f_j − u_jn)

f_k(new) = −logsumexp_n (−u_kn − d_n).

Often the value for a reference state is then subtracted from all components, which changes no spread. Applied to successive iterates, the result says that, in exact arithmetic, the spread of the update f(new) − f decreases at every step until the update is constant over the states. An increase well above rounding error therefore points to a fault in the implementation.

## The statement and its scope

The main theorem, `spread_mbarMap_lt`, says: if every N_k is positive and f − g is not constant over the states, then

spread(T(f) − T(g)) < spread(f − g).

In Lean, `K` is the type of states and `S` the type of pooled samples, both finite and nonempty. The functions `mixture`, `reweightedZ` and `mbarMap` are D, Z and T; `maxOver`, `minOver` and `spread` are the maximum, the minimum and their difference. The hypothesis `hN`, which every theorem in the file assumes even where its docstring does not mention it, says that every state contributed samples, and `hfg` says that no single c equals f_k − g_k for all k. With only one state `hfg` can never be satisfied, so the theorem then says nothing.

The reduced energies are arbitrary real numbers, and nothing is assumed about how the samples were generated. The result therefore concerns the iteration on a fixed finite data set, not the statistical error of the estimates. The N_k are positive reals and are not tied to the size of `S`; in an actual data set they add up to the number of pooled samples. The theorem gives no contraction factor that holds uniformly for all f and g, and hence no rate of convergence. Existence of a fixed point is neither assumed nor proved.

## One strict inequality spreads to all states

Suppose f_j ≤ g_j + c for every j, with strict inequality for some state i. The exponential is increasing and all N_j are positive, so for every sample

D_n(f) < ∑_j N_j exp(g_j + c − u_jn) = exp(c) D_n(g).

Both sides are positive. Dividing exp(−u_kn) by them reverses the inequality:

exp(−u_kn) / D_n(f) > exp(−c) exp(−u_kn) / D_n(g).

Summing over n gives Z_k(f) > exp(−c) Z_k(g), and taking −ln gives

T(f)_k < T(g)_k + c for every k.

Now let M and m be the maximum and minimum of f − g. If f − g is not constant, it lies below M in some state i and above m in some state l. The inequality just derived, with c = M, gives T(f)_k − T(g)_k < M. With f and g exchanged and c = −m, it gives T(g)_k < T(f)_k − m. Together,

m < T(f)_k − T(g)_k < M for every k.

Since there are finitely many states, the largest and smallest of these differences are attained and also lie strictly between m and M. The spread of T(f) − T(g) is therefore less than M − m.

## Equality and the absence of cycles

Adding c to every f_j multiplies each D_n by exp(c) and each Z_k by exp(−c), so

T(f + c) = T(f) + c.

If f − g is constant, T(f) − T(g) is the same constant and both spreads are zero. The spread is thus preserved exactly when f and g differ by a common shift. In particular, two fixed points of T can differ only by such a shift.

Suppose next that f returns to itself after p > 0 steps. If T(f) − f were not constant, the first step applied to the pair T(f), f would strictly reduce the spread of their difference, and later steps could not increase it. After p steps, however, both members of the pair are back where they started, so the spread would be smaller than itself. Hence T(f) = f + c for some constant c. By the shift rule, i steps give f + i c, and returning after p steps requires p c = 0. So c = 0 and T(f) = f: the iteration has no cycle other than a fixed point.

## A state without samples

Take two states and one sample, with all reduced energies zero, and let N = (1, 0). For f = (0, 1) and g = (0, 0) both mixture denominators equal 1, so T(f) = T(g) = (0, 0). The difference after the step is 0 in both states, which equals the minimum of f − g instead of lying strictly above it. The strict two-sided bound therefore fails when a sample number may vanish, because the unsampled state does not enter the mixture. The spread still falls in this example, from 1 to 0.

The main inequality does fail without the condition on f − g: for f = g it would read 0 < 0.

## The Lean file

```lean
import Mathlib

open Finset

namespace MultistateReweightingSpread

noncomputable section

variable {K S : Type*} [Fintype K] [Fintype S]

/-- The mixture denominator of sample `n`: the sum over states `j` of
`N j * exp (f j - u j n)`. -/
def mixture (N : K → ℝ) (u : K → S → ℝ) (f : K → ℝ) (n : S) : ℝ :=
  ∑ j, N j * Real.exp (f j - u j n)

/-- The partition sum of state `k`, reweighted from the pooled samples with trial
free energies `f`. -/
def reweightedZ (N : K → ℝ) (u : K → S → ℝ) (f : K → ℝ) (k : K) : ℝ :=
  ∑ n, Real.exp (-u k n) / mixture N u f n

/-- One step of the self-consistent multistate reweighting iteration: the new reduced free
energy of a state is minus the logarithm of its reweighted partition sum. -/
def mbarMap (N : K → ℝ) (u : K → S → ℝ) (f : K → ℝ) (k : K) : ℝ :=
  -Real.log (reweightedZ N u f k)

/-- The largest value of a quantity over the states. -/
def maxOver [Nonempty K] (h : K → ℝ) : ℝ := univ.sup' univ_nonempty h

/-- The smallest value of a quantity over the states. -/
def minOver [Nonempty K] (h : K → ℝ) : ℝ := univ.inf' univ_nonempty h

/-- The spread of a quantity over the states: its maximum minus its minimum. -/
def spread [Nonempty K] (h : K → ℝ) : ℝ := maxOver h - minOver h

omit [Fintype S] in
/-- With positive sample numbers, the mixture denominator of every sample is positive. -/
theorem mixture_pos [Nonempty K] {N : K → ℝ} (hN : ∀ k, 0 < N k) (u : K → S → ℝ)
    (f : K → ℝ) (n : S) : 0 < mixture N u f n :=
  Finset.sum_pos (fun j _ => mul_pos (hN j) (Real.exp_pos _)) univ_nonempty

/-- With positive sample numbers and at least one sample, every reweighted partition sum
is positive. -/
theorem reweightedZ_pos [Nonempty K] [Nonempty S] {N : K → ℝ} (hN : ∀ k, 0 < N k)
    (u : K → S → ℝ) (f : K → ℝ) (k : K) : 0 < reweightedZ N u f k :=
  Finset.sum_pos (fun n _ => div_pos (Real.exp_pos _) (mixture_pos hN u f n)) univ_nonempty

/-- Let all sample numbers be positive. If `f` is at most `g + c` in every state and strictly below
it in one state, then one iteration step makes the inequality strict in all states. -/
theorem mbarMap_lt [Nonempty K] [Nonempty S] {N : K → ℝ} (hN : ∀ k, 0 < N k)
    (u : K → S → ℝ) {f g : K → ℝ} {c : ℝ} (hle : ∀ j, f j ≤ g j + c)
    (hlt : ∃ j, f j < g j + c) (k : K) : mbarMap N u f k < mbarMap N u g k + c := by
  obtain ⟨i, hi⟩ := hlt
  -- every state enters the mixture with positive weight, so one strict inequality suffices
  have hmix : ∀ n, mixture N u f n < Real.exp c * mixture N u g n := by
    intro n
    have e : ∀ j, Real.exp c * (N j * Real.exp (g j - u j n))
        = N j * Real.exp (g j + c - u j n) := by
      intro j
      rw [show g j + c - u j n = c + (g j - u j n) by ring, Real.exp_add]
      ring
    simp only [mixture, Finset.mul_sum, e]
    exact Finset.sum_lt_sum
      (fun j _ => mul_le_mul_of_nonneg_left
        (Real.exp_le_exp.mpr (by linarith [hle j])) (hN j).le)
      ⟨i, mem_univ i, mul_lt_mul_of_pos_left (Real.exp_lt_exp.mpr (by linarith)) (hN i)⟩
  -- smaller denominators give a larger partition sum
  have hZ : Real.exp (-c) * reweightedZ N u g k < reweightedZ N u f k := by
    unfold reweightedZ
    rw [Finset.mul_sum]
    refine Finset.sum_lt_sum_of_nonempty univ_nonempty (fun n _ => ?_)
    have e : Real.exp (-c) * (Real.exp (-u k n) / mixture N u g n)
        = Real.exp (-u k n) / (Real.exp c * mixture N u g n) := by
      rw [Real.exp_neg c]
      ring
    rw [e]
    exact div_lt_div_of_pos_left (Real.exp_pos _) (mixture_pos hN u f n) (hmix n)
  have hg := reweightedZ_pos hN u g k
  have hlog := Real.log_lt_log (mul_pos (Real.exp_pos (-c)) hg) hZ
  rw [Real.log_mul (Real.exp_pos _).ne' hg.ne', Real.log_exp] at hlog
  unfold mbarMap
  linarith

/-- With positive sample numbers, a common shift of all trial free energies passes unchanged through
the iteration step. -/
theorem mbarMap_add_const [Nonempty K] [Nonempty S] {N : K → ℝ} (hN : ∀ k, 0 < N k)
    (u : K → S → ℝ) (f : K → ℝ) (c : ℝ) (k : K) :
    mbarMap N u (fun j => f j + c) k = mbarMap N u f k + c := by
  have hm : ∀ n, mixture N u (fun j => f j + c) n = Real.exp c * mixture N u f n := by
    intro n
    unfold mixture
    rw [Finset.mul_sum]
    refine Finset.sum_congr rfl (fun j _ => ?_)
    rw [show f j + c - u j n = c + (f j - u j n) by ring, Real.exp_add]
    ring
  have hz : reweightedZ N u (fun j => f j + c) k = Real.exp (-c) * reweightedZ N u f k := by
    unfold reweightedZ
    rw [Finset.mul_sum]
    refine Finset.sum_congr rfl (fun n _ => ?_)
    rw [hm n, Real.exp_neg c]
    ring
  unfold mbarMap
  rw [hz, Real.log_mul (Real.exp_pos _).ne' (reweightedZ_pos hN u f k).ne', Real.log_exp]
  ring

/-- Let all sample numbers be positive. If `f - g` is not constant over the states, then after one
step the difference in every state lies strictly between the smallest and the largest value of `f -
g`. -/
theorem mbarMap_sub_strictly_between [Nonempty K] [Nonempty S] {N : K → ℝ}
    (hN : ∀ k, 0 < N k) (u : K → S → ℝ) {f g : K → ℝ}
    (hfg : ¬ ∃ c, ∀ k, f k - g k = c) (k : K) :
    minOver (f - g) < mbarMap N u f k - mbarMap N u g k ∧
      mbarMap N u f k - mbarMap N u g k < maxOver (f - g) := by
  have hM : ∀ j, f j - g j ≤ maxOver (f - g) := fun j => Finset.le_sup' (f - g) (mem_univ j)
  have hm : ∀ j, minOver (f - g) ≤ f j - g j := fun j => Finset.inf'_le (f - g) (mem_univ j)
  -- a non-constant difference misses each of its extremes in some state
  obtain ⟨i, hi⟩ : ∃ i, f i - g i < maxOver (f - g) := by
    by_contra h
    exact hfg ⟨_, fun j => le_antisymm (hM j) (not_lt.mp fun hj => h ⟨j, hj⟩)⟩
  obtain ⟨l, hl⟩ : ∃ l, minOver (f - g) < f l - g l := by
    by_contra h
    exact hfg ⟨_, fun j => le_antisymm (not_lt.mp fun hj => h ⟨j, hj⟩) (hm j)⟩
  have h1 := mbarMap_lt hN u (f := f) (g := g) (c := maxOver (f - g))
    (fun j => by linarith [hM j]) ⟨i, by linarith⟩ k
  have h2 := mbarMap_lt hN u (f := g) (g := f) (c := -minOver (f - g))
    (fun j => by linarith [hm j]) ⟨l, by linarith⟩ k
  constructor <;> linarith

/-- If two sets of trial free energies differ by more than a common shift, one iteration step
strictly reduces the spread of their difference. -/
theorem spread_mbarMap_lt [Nonempty K] [Nonempty S] {N : K → ℝ} (hN : ∀ k, 0 < N k)
    (u : K → S → ℝ) {f g : K → ℝ} (hfg : ¬ ∃ c, ∀ k, f k - g k = c) :
    spread (mbarMap N u f - mbarMap N u g) < spread (f - g) := by
  have h1 : maxOver (mbarMap N u f - mbarMap N u g) < maxOver (f - g) :=
    (Finset.sup'_lt_iff _).mpr fun k _ => (mbarMap_sub_strictly_between hN u hfg k).2
  have h2 : minOver (f - g) < minOver (mbarMap N u f - mbarMap N u g) :=
    (Finset.lt_inf'_iff _).mpr fun k _ => (mbarMap_sub_strictly_between hN u hfg k).1
  unfold spread
  linarith

/-- One iteration step preserves the spread of the difference exactly when the two sets of
trial free energies differ by a common shift. -/
theorem spread_mbarMap_eq_iff [Nonempty K] [Nonempty S] {N : K → ℝ} (hN : ∀ k, 0 < N k)
    (u : K → S → ℝ) (f g : K → ℝ) :
    spread (mbarMap N u f - mbarMap N u g) = spread (f - g) ↔
      ∃ c, ∀ k, f k - g k = c := by
  constructor
  · intro h
    by_contra hfg
    exact (spread_mbarMap_lt hN u hfg).ne h
  · rintro ⟨c, hc⟩
    have hf : f = fun j => g j + c := funext fun j => by linarith [hc j]
    have e : mbarMap N u f - mbarMap N u g = f - g := by
      funext k
      have h := mbarMap_add_const hN u g c k
      rw [← hf] at h
      simp only [Pi.sub_apply]
      linarith [hc k]
    rw [e]

/-- If the iteration returns to its starting free energies after `p > 0` steps, then these
free energies already solve the self-consistent equations. -/
theorem fixed_of_periodic [Nonempty K] [Nonempty S] {N : K → ℝ} (hN : ∀ k, 0 < N k)
    (u : K → S → ℝ) {f : K → ℝ} {p : ℕ} (hp : 0 < p)
    (hf : (mbarMap N u)^[p] f = f) : mbarMap N u f = f := by
  have mono : ∀ a b : K → ℝ, spread (mbarMap N u a - mbarMap N u b) ≤ spread (a - b) := by
    intro a b
    by_cases h : ∃ c, ∀ k, a k - b k = c
    · exact ((spread_mbarMap_eq_iff hN u a b).mpr h).le
    · exact (spread_mbarMap_lt hN u h).le
  -- around a cycle the spread of the update would have to shrink and yet return
  have hconst : ∃ c, ∀ k, mbarMap N u f k - f k = c := by
    by_contra h
    have dec : ∀ i : ℕ, spread ((mbarMap N u)^[i + 1] (mbarMap N u f)
        - (mbarMap N u)^[i + 1] f) < spread (mbarMap N u f - f) := by
      intro i
      induction i with
      | zero => exact spread_mbarMap_lt hN u h
      | succ i ih =>
        rw [Function.iterate_succ_apply' (mbarMap N u) (i + 1) (mbarMap N u f),
          Function.iterate_succ_apply' (mbarMap N u) (i + 1) f]
        exact lt_of_le_of_lt (mono _ _) ih
    obtain ⟨q, rfl⟩ : ∃ q, p = q + 1 := ⟨p - 1, by omega⟩
    have hT : (mbarMap N u)^[q + 1] (mbarMap N u f) = mbarMap N u f :=
      (Function.iterate_succ_apply (mbarMap N u) (q + 1) f).symm.trans
        ((Function.iterate_succ_apply' (mbarMap N u) (q + 1) f).trans
          (congrArg (mbarMap N u) hf))
    have hd := dec q
    rw [hT, hf] at hd
    exact lt_irrefl _ hd
  obtain ⟨c, hc⟩ := hconst
  -- a constant update accumulates linearly, so a cycle forces it to vanish
  have iter : ∀ i : ℕ, (mbarMap N u)^[i] f = fun k => f k + (i : ℝ) * c := by
    intro i
    induction i with
    | zero => funext k; simp
    | succ i ih =>
      rw [Function.iterate_succ_apply', ih]
      funext k
      rw [mbarMap_add_const hN u f ((i : ℝ) * c) k]
      push_cast
      linarith [hc k]
  funext k
  have hk : f k = f k + (p : ℝ) * c := congrFun (hf.symm.trans (iter p)) k
  have hp' : (p : ℝ) ≠ 0 := Nat.cast_ne_zero.mpr hp.ne'
  have hc0 : c = 0 := (mul_eq_zero.mp (by linarith : (p : ℝ) * c = 0)).resolve_left hp'
  linarith [hc k]

end

end MultistateReweightingSpread
```

```lean
#print axioms MultistateReweightingSpread.mbarMap_sub_strictly_between
#print axioms MultistateReweightingSpread.fixed_of_periodic
```

```
'MultistateReweightingSpread.mbarMap_sub_strictly_between' depends on axioms: [propext, Classical.choice, Quot.sound]
'MultistateReweightingSpread.fixed_of_periodic' depends on axioms: [propext, Classical.choice, Quot.sound]
```

## How the proof follows the inequalities

`mixture_pos` and `reweightedZ_pos` supply the positivity needed for division and for the logarithm. The second of them needs at least one sample.

`mbarMap_lt` is the central lemma. Its intermediate claim `hmix` is the strict comparison of mixture denominators. There `Finset.sum_lt_sum` takes a weak inequality for every state and a strict one for state `i`, which is where the positivity of `N i` enters. The claim `hZ` is the comparison of partition sums; here every term is strictly ordered, so `Finset.sum_lt_sum_of_nonempty` applies. `Real.log_lt_log` then takes the logarithm, and `linarith` rearranges the result.

`mbarMap_add_const` proves the shift rule by pulling exp(c) out of the mixture and exp(−c) out of the partition sum.

`mbarMap_sub_strictly_between` finds the states `i` and `l` by contradiction: if no state lay below the maximum, or none above the minimum, the difference would be constant. It then calls `mbarMap_lt` twice, the second time with `f` and `g` exchanged. `spread_mbarMap_lt` passes from the individual states to the extremes with `Finset.sup'_lt_iff` and `Finset.lt_inf'_iff`, which say that a finite maximum or minimum satisfies a strict bound exactly when every entry does.

In `spread_mbarMap_eq_iff`, one direction is the main theorem read backwards, and the other is the shift rule.

`fixed_of_periodic` first derives `mono`, which says that a step never increases the spread, whether or not the difference is constant. The induction `dec` combines one strict decrease with any number of such steps. Writing `p` as `q + 1` guarantees that the strict step is present, and `hT` records that T(f) also returns to itself after p steps. This contradiction yields the constant c. The second induction, `iter`, gives the linear drift f + i c, and comparing it with the assumed return at step `p` forces c to be zero.
